# With finitely many nondegenerate energy levels, the long-time average of the interaction-picture form of a time-independent operator is its diagonal part

Take a Hamiltonian $H_0$ with finitely many levels, no two of them at the same energy, and a time-independent operator $V$. When its interaction-picture form is averaged over a time that tends to infinity, $V$ loses all its matrix elements between different eigenstates of $H_0$ and keeps its diagonal ones unchanged. If $V$ is Hermitian, what survives in this finite, nondegenerate setting is the set of first-order energy shifts that $V$ produces as a perturbation of $H_0$.

## The operators and the average

The levels are labelled by a finite type `n`, and matrices are written in an orthonormal eigenbasis of $H_0$. Units have $\hbar = 1$, so energy differences are angular frequencies.

```lean
import Mathlib

open Matrix Filter Topology NormedSpace

namespace InteractionPictureAverage

noncomputable section

variable {n : Type*} [Fintype n] [DecidableEq n]
```

The energies are a function `E : n → ℝ`, written $E_j$ below. They are real, but may coincide unless a theorem says otherwise. $H_0$ is the diagonal matrix with these entries.

```lean
/-- The unperturbed Hamiltonian, diagonal with real energies `E j`. -/
def H0 (E : n → ℝ) : Matrix n n ℂ := Matrix.diagonal fun j => (E j : ℂ)
```

The matrix $V$ is any complex matrix, Hermitian or not. Its interaction-picture form is $V_I(t) = e^{itH_0}\,V\,e^{-itH_0}$, with true matrix exponentials. Only $H_0$ drives the motion; the dynamics generated by $H_0+V$ does not enter.

```lean
/-- The operator `V` in the interaction picture: `exp(i t H0) V exp(-i t H0)`. -/
def interactionPicture (E : n → ℝ) (V : Matrix n n ℂ) (t : ℝ) : Matrix n n ℂ :=
  NormedSpace.exp ((Complex.I * t) • H0 E) * V *
    NormedSpace.exp ((-(Complex.I * t)) • H0 E)
```

The average over a time $T>0$ is taken entry by entry:
$$\overline{V}_T = \frac1T\int_0^T V_I(t)\,dt .$$

```lean
/-- The average of a time-dependent matrix over `[0, T]`, entry by entry, for `T > 0`. -/
def timeAverage (A : ℝ → Matrix n n ℂ) (T : ℝ) : Matrix n n ℂ :=
  Matrix.of fun j k => (T : ℂ)⁻¹ * ∫ t in (0 : ℝ)..T, A t j k
```

For degenerate levels one more matrix is needed, the secular part $V^{\mathrm{sec}}$. It has the entry $V_{jk}$ where $E_j=E_k$, and zero elsewhere.

```lean
/-- The secular part of `V`: only the entries between levels of equal energy are kept. -/
def secularPart (E : n → ℝ) (V : Matrix n n ℂ) : Matrix n n ℂ :=
  Matrix.of fun j k => if E j = E k then V j k else 0
```

## (a) Exponentiating the diagonal Hamiltonian

Show that for every complex number $c$
$$e^{cH_0} = \mathrm{diag}\big(e^{cE_j}\big).$$

Powers of a diagonal matrix are taken entry by entry, so $(cH_0)^m=\mathrm{diag}\big((cE_j)^m\big)$. Summing the exponential series gives
$$e^{cH_0}=\sum_{m\ge0}\frac{(cH_0)^m}{m!}=\mathrm{diag}\Big(\sum_{m\ge0}\frac{(cE_j)^m}{m!}\Big)=\mathrm{diag}\big(e^{cE_j}\big).$$

In the proof, `Matrix.exp_diagonal` moves the exponential inside the diagonal. What remains is the exponential of a function on the levels. Evaluation at one level respects sums, products and limits, so `NormedSpace.map_exp` turns this into the ordinary exponential of a number.

```lean
/-- The exponential of a multiple of `H0` is diagonal, with entries `exp(c E j)`. -/
theorem exp_smul_H0 (E : n → ℝ) (c : ℂ) :
    NormedSpace.exp (c • H0 E) = Matrix.diagonal fun j => Complex.exp (c * E j) := by
  have h : c • H0 E = Matrix.diagonal fun j => c * (E j : ℂ) := by
    ext i j
    by_cases hij : i = j
    · subst hij
      simp [H0]
    · simp [H0, hij]
  rw [h, Matrix.exp_diagonal]
  refine congrArg Matrix.diagonal (funext fun j => ?_)
  -- evaluation at the level `j` is a continuous ring homomorphism
  have hexp := NormedSpace.map_exp (Pi.evalRingHom (fun _ : n => ℂ) j)
    (continuous_apply j) (fun i => c * (E i : ℂ))
  rw [Complex.exp_eq_exp_ℂ]
  exact hexp
```

## (b) The phase carried by each matrix element

Show that
$$\big(V_I(t)\big)_{jk} = e^{i(E_j-E_k)t}\,V_{jk}.$$

Use (a) with $c=it$ on the left of $V$ and $c=-it$ on the right. A diagonal matrix on the left multiplies row $j$, and one on the right multiplies column $k$. Hence
$$\big(V_I(t)\big)_{jk}=e^{itE_j}\,V_{jk}\,e^{-itE_k}=e^{i(E_j-E_k)t}\,V_{jk}.$$

The rewrites with `Matrix.mul_diagonal` and `Matrix.diagonal_mul` are the column and row rules, and `h` combines the two phases.

```lean
/-- In the interaction picture each entry `V j k` acquires the phase
`exp(i (E j - E k) t)`. -/
theorem interactionPicture_apply (E : n → ℝ) (V : Matrix n n ℂ) (t : ℝ) (j k : n) :
    interactionPicture E V t j k =
      Complex.exp (Complex.I * ((E j : ℂ) - E k) * t) * V j k := by
  rw [interactionPicture, exp_smul_H0, exp_smul_H0, Matrix.mul_diagonal,
    Matrix.diagonal_mul]
  -- split the phase into the factors from the two exponentials
  have h : Complex.exp (Complex.I * ((E j : ℂ) - E k) * t) =
      Complex.exp (Complex.I * t * E j) * Complex.exp (-(Complex.I * t) * E k) := by
    rw [← Complex.exp_add]
    congr 1
    ring
  rw [h]
  ring
```

## (c) How fast an oscillating element averages out

Let $E_j\neq E_k$ and $T>0$. Show that
$$\big|(\overline{V}_T)_{jk}\big| \le \frac{2\,|V_{jk}|}{|E_j-E_k|\,T}.$$

Write $\omega=E_j-E_k\neq0$. By (b),
$$(\overline{V}_T)_{jk}=\frac{V_{jk}}{T}\int_0^T e^{i\omega t}\,dt=\frac{V_{jk}}{T}\,\frac{e^{i\omega T}-1}{i\omega}.$$
Both $e^{i\omega T}$ and $1$ lie on the unit circle, so their distance is at most $2$. Since $|i\omega|=|\omega|$, the bound follows. The smaller the gap, the longer the averaging time at which this bound becomes small, if $V_{jk}\neq0$.

The formula for the average is `havg`. The steps `h1` and `h2` bound the numerator, `h3` gives the modulus of the denominator, and the final `calc` assembles them.

```lean
/-- Between levels of different energy, the entry averaged over `[0, T]` with `T > 0` is at
most `2 |V j k| / (|E j - E k| T)` in modulus. -/
theorem norm_timeAverage_le (E : n → ℝ) (V : Matrix n n ℂ) {j k : n} (h : E j ≠ E k)
    {T : ℝ} (hT : 0 < T) :
    ‖timeAverage (interactionPicture E V) T j k‖ ≤
      2 * ‖V j k‖ / (|E j - E k| * T) := by
  have hω : Complex.I * ((E j : ℂ) - E k) ≠ 0 :=
    mul_ne_zero Complex.I_ne_zero (sub_ne_zero.mpr (by exact_mod_cast h))
  -- integrate the oscillating phase
  have havg : timeAverage (interactionPicture E V) T j k =
      (T : ℂ)⁻¹ * ((Complex.exp (Complex.I * ((E j : ℂ) - E k) * T) - 1) /
        (Complex.I * ((E j : ℂ) - E k)) * V j k) := by
    simp only [timeAverage, Matrix.of_apply, interactionPicture_apply]
    rw [intervalIntegral.integral_mul_const, integral_exp_mul_complex hω]
    simp only [Complex.ofReal_zero, mul_zero, Complex.exp_zero]
  have h1 : ‖Complex.exp (Complex.I * ((E j : ℂ) - E k) * T)‖ = 1 := by
    rw [show Complex.I * ((E j : ℂ) - E k) * T =
      (((E j - E k) * T : ℝ) : ℂ) * Complex.I by push_cast; ring]
    exact Complex.norm_exp_ofReal_mul_I _
  -- two points of the unit circle are at most 2 apart
  have h2 : ‖Complex.exp (Complex.I * ((E j : ℂ) - E k) * T) - 1‖ ≤ 2 := by
    refine (norm_sub_le _ _).trans ?_
    rw [h1, norm_one]
    norm_num
  have h3 : ‖Complex.I * ((E j : ℂ) - E k)‖ = |E j - E k| := by
    rw [norm_mul, Complex.norm_I, one_mul, ← Complex.ofReal_sub, Complex.norm_real,
      Real.norm_eq_abs]
  have hd : 0 < |E j - E k| := abs_pos.mpr (sub_ne_zero.mpr h)
  rw [havg, norm_mul, norm_mul, norm_div, h3, norm_inv, Complex.norm_real,
    Real.norm_eq_abs, abs_of_pos hT]
  calc T⁻¹ * (‖Complex.exp (Complex.I * ((E j : ℂ) - E k) * T) - 1‖ /
        |E j - E k| * ‖V j k‖)
      ≤ T⁻¹ * (2 / |E j - E k| * ‖V j k‖) := by gcongr
    _ = 2 * ‖V j k‖ / (|E j - E k| * T) := by field_simp
```

## (d) The limit for arbitrary energies

Allow degenerate levels. Show that
$$\lim_{T\to\infty}\overline{V}_T = V^{\mathrm{sec}}.$$

The matrix is finite, so it is enough to follow one entry at a time.

- If $E_j=E_k$, the phase in (b) is $1$ at all times. The average equals $V_{jk}$ for every $T>0$, and so does the limit.
- If $E_j\neq E_k$, the bound in (c) tends to zero as $T\to\infty$, and the entry goes with it.

These are the entries of $V^{\mathrm{sec}}$.

In Lean, `Tendsto ... atTop (𝓝 ...)` expresses the limit, and two uses of `tendsto_pi_nhds` reduce it to entries. The case split on `E j = E k` is the one above; in the second case `squeeze_zero_norm'` applies the bound from (c).

```lean
/-- For any real energies, degenerate or not, the long-time average of `V` in the interaction
picture is the secular part of `V`. -/
theorem tendsto_timeAverage_secularPart (E : n → ℝ) (V : Matrix n n ℂ) :
    Tendsto (fun T => timeAverage (interactionPicture E V) T) atTop
      (𝓝 (secularPart E V)) := by
  refine tendsto_pi_nhds.mpr fun j => tendsto_pi_nhds.mpr fun k => ?_
  by_cases h : E j = E k
  · -- equal energies: the entry does not depend on time
    have hs : secularPart E V j k = V j k := by simp [secularPart, h]
    rw [hs]
    refine tendsto_const_nhds.congr' ?_
    filter_upwards [eventually_gt_atTop (0 : ℝ)] with T hT
    have hT' : (T : ℂ) ≠ 0 := by exact_mod_cast hT.ne'
    simp only [timeAverage, Matrix.of_apply, interactionPicture_apply, h, sub_self,
      mul_zero, zero_mul, Complex.exp_zero, one_mul, intervalIntegral.integral_const,
      sub_zero, Complex.real_smul]
    rw [inv_mul_cancel_left₀ hT']
  · -- different energies: the average is bounded by a constant times 1 / T
    have hs : secularPart E V j k = 0 := by simp [secularPart, h]
    rw [hs]
    refine squeeze_zero_norm' (a := fun T : ℝ => 2 * ‖V j k‖ / (|E j - E k| * T)) ?_ ?_
    · filter_upwards [eventually_gt_atTop (0 : ℝ)] with T hT
      exact norm_timeAverage_le E V h hT
    · exact tendsto_const_nhds.div_atTop
        (tendsto_id.const_mul_atTop (abs_pos.mpr (sub_ne_zero.mpr h)))
```

## (e) The surviving part is conserved by $H_0$

Show that
$$H_0V^{\mathrm{sec}} = V^{\mathrm{sec}}H_0 .$$

The $jk$ entry of the left side is $E_jV^{\mathrm{sec}}_{jk}$, and that of the right side is $V^{\mathrm{sec}}_{jk}E_k$. For $E_j=E_k$ they agree. For $E_j\neq E_k$ both vanish, because $V^{\mathrm{sec}}_{jk}=0$.

The proof compares entries and splits into the same two cases.

```lean
/-- The secular part of `V` commutes with the unperturbed Hamiltonian. -/
theorem H0_mul_secularPart (E : n → ℝ) (V : Matrix n n ℂ) :
    H0 E * secularPart E V = secularPart E V * H0 E := by
  ext j k
  rw [H0, Matrix.diagonal_mul, Matrix.mul_diagonal]
  by_cases h : E j = E k
  · rw [h, mul_comm]
  · simp [secularPart, h]
```

## (f) Distinct energies leave only the diagonal

Suppose that $E_j=E_k$ only when $j=k$. Show that
$$\lim_{T\to\infty}\overline{V}_T = \mathrm{diag}(V_{jj}).$$

By (d) the limit is $V^{\mathrm{sec}}$, which keeps the entries with $E_j=E_k$. Under the assumption these are exactly the entries with $j=k$, so $V^{\mathrm{sec}}=\mathrm{diag}(V_{jj})$.

The assumption is `Function.Injective E`: physically, $H_0$ has a nondegenerate spectrum. The step `hs` identifies the two matrices, and the theorem from (d) does the rest.

```lean
/-- If the energies are pairwise distinct, the long-time average of `V` in the interaction
picture is the diagonal part of `V`. -/
theorem tendsto_timeAverage_diagonal (E : n → ℝ) (hE : Function.Injective E)
    (V : Matrix n n ℂ) :
    Tendsto (fun T => timeAverage (interactionPicture E V) T) atTop
      (𝓝 (Matrix.diagonal fun j => V j j)) := by
  have hs : secularPart E V = Matrix.diagonal fun j => V j j := by
    ext j k
    by_cases h : j = k
    · subst h
      simp [secularPart]
    · simp [secularPart, h, hE.eq_iff]
  rw [← hs]
  exact tendsto_timeAverage_secularPart E V
```

## (g) What the diagonal limit says about the spectrum

Suppose that $\overline{V}_T\to\mathrm{diag}(V_{jj})$ for every matrix $V$. Show that
$$E_j=E_k \;\Longrightarrow\; j=k .$$

Suppose instead that $E_j=E_k$ for two different levels $j\neq k$. Take for $V$ the matrix with all entries equal to $1$. By (d), the $jk$ entry of the average tends to $V^{\mathrm{sec}}_{jk}=1$. By the assumption it tends to the $jk$ entry of a diagonal matrix, which is $0$. A limit is unique, so this is a contradiction.

The assumption ranges over all $V$. The proof uses it only for the all-ones matrix, but an arbitrary single $V$ would not do: the zero matrix averages to its diagonal part whatever the energies are. In the proof, `tendsto_nhds_unique` equates the two limits, and `hentry` reads off the contradictory entry.

```lean
/-- Conversely, if the long-time average is the diagonal part for every `V`, then the energies
are pairwise distinct. -/
theorem injective_of_tendsto_diagonal (E : n → ℝ)
    (h : ∀ V : Matrix n n ℂ,
      Tendsto (fun T => timeAverage (interactionPicture E V) T) atTop
        (𝓝 (Matrix.diagonal fun j => V j j))) :
    Function.Injective E := by
  intro j k hjk
  by_contra hne
  -- test on the matrix that couples all levels with strength one
  have hu := tendsto_nhds_unique
    (tendsto_timeAverage_secularPart E (Matrix.of fun _ _ => (1 : ℂ)))
    (h (Matrix.of fun _ _ => (1 : ℂ)))
  have hentry := congrFun (congrFun hu j) k
  simp [secularPart, hjk, hne] at hentry

end

end InteractionPictureAverage
```

```lean
#print axioms InteractionPictureAverage.H0_mul_secularPart
#print axioms InteractionPictureAverage.tendsto_timeAverage_diagonal
#print axioms InteractionPictureAverage.injective_of_tendsto_diagonal
```

```
'InteractionPictureAverage.H0_mul_secularPart' depends on axioms: [propext, Classical.choice, Quot.sound]
'InteractionPictureAverage.tendsto_timeAverage_diagonal' depends on axioms: [propext, Classical.choice, Quot.sound]
'InteractionPictureAverage.injective_of_tendsto_diagonal' depends on axioms: [propext, Classical.choice, Quot.sound]
```

## Two levels with numbers

Let $E_1=0$, $E_2=2$ and
$$V=\begin{pmatrix}1&1\\1&3\end{pmatrix}.$$
The diagonal entries do not move. The upper off-diagonal entry is $e^{-2it}$, with average
$$(\overline{V}_T)_{12}=\frac{e^{-2iT}-1}{-2iT},$$
and the lower one is its complex conjugate. At $T=\pi/2$ the numerator is $-2$, so
$$\overline{V}_{\pi/2}=\begin{pmatrix}1&-2i/\pi\\2i/\pi&3\end{pmatrix},\qquad \frac{2}{\pi}\approx0.637 .$$
The bound in (c) is $2/(2\cdot\pi/2)=2/\pi$, so here it is attained. At $T=\pi$ a full period has passed and the off-diagonal average is zero. At $T=50$ the bound already limits it to $0.02$.

If both energies are set to $0$, nothing oscillates, and the average is $V$ itself for every $T>0$.
